# Dressed CI separates over uncoupled fragments with no cross-redundancy, and its energies add

Take two identical two-level systems that do not interact, each with gap $a$ and nonzero coupling $v$ between its reference and its excited state. If I allow only one system to be excited at a time, the CI matrix is

$$\begin{pmatrix}0&v&v\\ v&a&0\\ v&0&a\end{pmatrix},$$

and its lowest energy is not twice that of one system. Now I add $v c_2$ to the first $a$ and $v c_1$ to the second, where $(1,c_1,c_2)$ is the eigenvector I am solving for, and the energies seem to add.

I believe this holds generally: dress each diagonal element $A_{ii}$ with the sum of $v_jc_j$ over all $j$ not redundant with $i$, and the problem should split into independent fragments whenever neither $A$ nor the redundancy connects them. Can this be proved in both directions, and checked by a proof assistant?

## The dressing cancels the energy of the other fragment

Yes, and your example already shows why. The first row of the dressed eigenvector equation gives $E=vc_1+vc_2$. The second row is

$$v+ac_1+(vc_2)c_1=Ec_1=(vc_1+vc_2)c_1 .$$

The term $vc_2c_1$ appears on both sides and cancels, leaving $v+ac_1=vc_1^2$. This is the equation of the first system alone, with energy $e=vc_1$. Without the dressing, the energy of the second system would remain on the right.

For numbers, take $a=3$ and $v=2$. One system has $e^2=3e+4$, whose lower root is $e=-1$, so $c_1=c_2=-\tfrac12$ and the dressed energy is $-2$. The normalised eigenvector is about $(0.816,-0.408,-0.408)$. The undressed matrix gives $E^2=3E+8$, with lower root about $-1.70$.

### Any number of fragments

Let $i,j$ label excited configurations, let $v_i$ be the coupling of $i$ to the reference, and let $A$ be the excited block, with the reference energy set to zero. Split the correlation energy, as seen from $i$, into

$$D_i=\sum_{j\text{ not redundant with }i}v_jc_j,\qquad S_i=\sum_{j\text{ redundant with }i}v_jc_j .$$

The dressed eigenvector equation for $(1,c)$ reads

$$E=\sum_j v_jc_j,\qquad v_i+\sum_jA_{ij}c_j+D_ic_i=Ec_i .$$

Since $D_i+S_i=\sum_jv_jc_j=E$, the second equation is equivalent to

$$v_i+\sum_jA_{ij}c_j=S_ic_i .$$

Suppose each configuration belongs to one fragment $k$, and neither $A$ nor redundancy connects different fragments. For $i$ in fragment $k$, both the sum with $A_{ij}$ and $S_i$ then run only over $j$ in $k$. The equation is exactly that of the isolated fragment, whose energy is $e_k=\sum_{j\in k}v_jc_j$. Summing over fragments gives $E=\sum_ke_k$. Every step reverses, so fragment solutions also assemble into a solution of the whole.

### The size-consistency error of two-level systems

Take $n\ge1$ identical systems with $v\ne0$, each excitation being redundant only with itself, and let $e$ be the lower root of $e^2=ae+v^2$. The amplitudes $c_i=e/v$ solve the dressed problem with energy $ne$. In the undressed problem, equal amplitudes $c_i=r/(nv)$ give energy $r$, and the row equation $v+ac_i=rc_i$, multiplied by $nv$, becomes $r^2=ar+nv^2$. Take $r$ to be the lower root.

For $n\ge2$ and $v\ne0$, we have $ne<r$. Both $e$ and $r$ are negative, and $r(r-a)=nv^2>0$ forces $r<a$. Besides $r$ and $a-r$, the undressed matrix has only the eigenvalue $a$ (no reference component, amplitudes summing to zero), so $r$ is its lowest energy. The polynomial $p(x)=x^2-ax-nv^2$ has roots $r$ and $a-r$, so

$$(ne-r)(ne-a+r)=p(ne)=n^2e^2-n(ae+v^2)=n(n-1)e^2>0 .$$

If $r\le ne$, the first factor would be nonnegative and the second negative, which contradicts the positive product.

### The Lean file

```lean
import Mathlib

open Matrix

namespace SelfConsistentSizeConsistentCI

noncomputable section

variable {ι : Type*} [Fintype ι]

open Classical in
/-- The dressing of configuration `i`: the sum of `v j * c j` over all excitations `j` that are
not redundant with `i`. -/
def dressing (R : ι → ι → Prop) (v c : ι → ℝ) (i : ι) : ℝ :=
  ∑ j, if R i j then 0 else v j * c j

open Classical in
/-- The complementary sum of `v j * c j` over the excitations `j` that are redundant with `i`. -/
def redundantEnergy (R : ι → ι → Prop) (v c : ι → ℝ) (i : ι) : ℝ :=
  ∑ j, if R i j then v j * c j else 0

/-- The dressed CI matrix: the reference has energy zero and couples to the excited
configurations through `v`, and the diagonal of the excited block `A` carries the dressing. -/
def dressedCI [DecidableEq ι] (R : ι → ι → Prop) (v : ι → ℝ) (A : Matrix ι ι ℝ) (c : ι → ℝ) :
    Matrix (Unit ⊕ ι) (Unit ⊕ ι) ℝ :=
  Matrix.fromBlocks 0 (Matrix.of fun _ j => v j) (Matrix.of fun i _ => v i)
    (A + Matrix.diagonal (dressing R v c))

/-- Self-consistency: `(1, c)` is an eigenvector, with eigenvalue `E`, of the CI matrix dressed
with the same amplitudes `c`. -/
def IsSolution [DecidableEq ι] (R : ι → ι → Prop) (v : ι → ℝ) (A : Matrix ι ι ℝ) (c : ι → ℝ)
    (E : ℝ) : Prop :=
  dressedCI R v A c *ᵥ Sum.elim (fun _ => 1) c = E • Sum.elim (fun _ => 1) c

/-- The dressed eigenvector equation row by row: the reference row gives the correlation energy,
the other rows give the amplitude equations. -/
theorem isSolution_iff_rows [DecidableEq ι] (R : ι → ι → Prop) (v : ι → ℝ) (A : Matrix ι ι ℝ)
    (c : ι → ℝ) (E : ℝ) :
    IsSolution R v A c E ↔ E = ∑ j, v j * c j ∧
      ∀ i, v i + (A *ᵥ c) i + dressing R v c i * c i = E * c i := by
  have h0 : (dressedCI R v A c *ᵥ Sum.elim (fun _ => 1) c) (Sum.inl ()) = ∑ j, v j * c j := by
    simp [dressedCI, Matrix.mulVec, dotProduct, Fintype.sum_sum_type]
  have h1 : ∀ i, (dressedCI R v A c *ᵥ Sum.elim (fun _ => 1) c) (Sum.inr i)
      = v i + (A *ᵥ c) i + dressing R v c i * c i := by
    intro i
    simp [dressedCI, Matrix.mulVec, dotProduct, Fintype.sum_sum_type, add_mul,
      Finset.sum_add_distrib, Matrix.diagonal_apply, add_assoc]
  unfold IsSolution
  constructor
  · intro h
    refine ⟨?_, fun i => ?_⟩
    · rw [← h0, h]
      simp
    · rw [← h1, h]
      simp
  · rintro ⟨hE, h⟩
    funext x
    rcases x with x | i
    · refine h0.trans ?_
      simp [hE]
    · refine (h1 i).trans ?_
      simp [h i]

/-- The dressing cancels the non-redundant part of the correlation energy, so that only redundant
excitations remain on the right of the amplitude equations. -/
theorem isSolution_iff_linked [DecidableEq ι] (R : ι → ι → Prop) (v : ι → ℝ) (A : Matrix ι ι ℝ)
    (c : ι → ℝ) (E : ℝ) :
    IsSolution R v A c E ↔ E = ∑ j, v j * c j ∧
      ∀ i, v i + (A *ᵥ c) i = redundantEnergy R v c i * c i := by
  have hs : ∀ i, dressing R v c i + redundantEnergy R v c i = ∑ j, v j * c j := by
    intro i
    unfold dressing redundantEnergy
    rw [← Finset.sum_add_distrib]
    refine Finset.sum_congr rfl fun j _ => ?_
    by_cases h : R i j <;> simp [h]
  rw [isSolution_iff_rows]
  refine and_congr_right fun hE => forall_congr' fun i => ?_
  have hi := (hs i).trans hE.symm
  constructor <;> intro h
  · linear_combination h - c i * hi
  · linear_combination h + c i * hi

section Fragments

variable {K : Type*} [Fintype K] {β : K → Type*} [∀ k, Fintype (β k)]

/-- A sum over all configurations whose terms vanish outside fragment `k` is a sum over the
configurations of that fragment. -/
theorem sum_fragment (k : K) (f : (Σ k, β k) → ℝ) (h : ∀ q, q.1 ≠ k → f q = 0) :
    ∑ q, f q = ∑ j : β k, f ⟨k, j⟩ := by
  rw [Fintype.sum_sigma]
  exact Finset.sum_eq_single k (fun l _ hl => Finset.sum_eq_zero fun j _ => h ⟨l, j⟩ hl)
    (fun hk => absurd (Finset.mem_univ k) hk)

/-- Size consistency: if `A` does not couple different fragments and no excitations of different
fragments are redundant, then `(1, c)` solves the dressed problem exactly when its restriction to
each fragment solves that fragment's own dressed problem, and the energies add. -/
theorem isSolution_iff_fragments [DecidableEq K] [∀ k, DecidableEq (β k)]
    (R : (Σ k, β k) → (Σ k, β k) → Prop) (v : (Σ k, β k) → ℝ)
    (A : Matrix (Σ k, β k) (Σ k, β k) ℝ)
    (hA : ∀ p q, p.1 ≠ q.1 → A p q = 0) (hR : ∀ p q, R p q → p.1 = q.1)
    (c : (Σ k, β k) → ℝ) (E : ℝ) :
    IsSolution R v A c E ↔ ∃ e : K → ℝ,
      (∀ k, IsSolution (fun i j => R ⟨k, i⟩ ⟨k, j⟩) (fun i => v ⟨k, i⟩)
        (A.submatrix (Sigma.mk k) (Sigma.mk k)) (fun i => c ⟨k, i⟩) (e k)) ∧
      E = ∑ k, e k := by
  -- both sides of the amplitude equations only see the fragment of the configuration
  have hM : ∀ k (i : β k), (A *ᵥ c) ⟨k, i⟩ =
      (A.submatrix (Sigma.mk k) (Sigma.mk k) *ᵥ fun i => c ⟨k, i⟩) i := fun k i =>
    sum_fragment k (fun q => A ⟨k, i⟩ q * c q)
      (fun q hq => by rw [hA ⟨k, i⟩ q (Ne.symm hq), zero_mul])
  have hL : ∀ k (i : β k), redundantEnergy R v c ⟨k, i⟩ =
      redundantEnergy (fun i j => R ⟨k, i⟩ ⟨k, j⟩) (fun i => v ⟨k, i⟩)
        (fun i => c ⟨k, i⟩) i := by
    intro k i
    unfold redundantEnergy
    exact sum_fragment k _ (fun q hq => if_neg fun h => hq (hR ⟨k, i⟩ q h).symm)
  simp only [isSolution_iff_linked]
  constructor
  · rintro ⟨hE, h⟩
    refine ⟨fun k => ∑ j, v ⟨k, j⟩ * c ⟨k, j⟩, fun k => ⟨rfl, fun i => ?_⟩, ?_⟩
    · have hi := h ⟨k, i⟩
      rw [hM k i, hL k i] at hi
      exact hi
    · rw [hE, Fintype.sum_sigma]
  · rintro ⟨e, he, hE⟩
    refine ⟨?_, ?_⟩
    · rw [hE, Fintype.sum_sigma]
      exact Finset.sum_congr rfl fun k _ => (he k).1
    · rintro ⟨k, i⟩
      rw [hM k i, hL k i]
      exact (he k).2 i

end Fragments

/-- The lower root `e` of `e ^ 2 = a * e + w`, for `w ≥ 0`. -/
def lowerRoot (a w : ℝ) : ℝ := (a - √(a ^ 2 + 4 * w)) / 2

/-- For `w ≥ 0` the lower root satisfies its quadratic equation. -/
theorem lowerRoot_sq (a w : ℝ) (hw : 0 ≤ w) :
    lowerRoot a w ^ 2 = a * lowerRoot a w + w := by
  have h := Real.sq_sqrt (show 0 ≤ a ^ 2 + 4 * w by positivity)
  unfold lowerRoot
  linear_combination h / 4

/-- For `n` identical two-level systems with gap `a` and coupling `v ≠ 0`, each excitation being
redundant only with itself, the dressed CI has a solution with `n` times the lower energy of one. -/
theorem dressed_two_level (n : ℕ) (a v : ℝ) (hv : v ≠ 0) :
    IsSolution (fun i j : Fin n => i = j) (fun _ => v) (Matrix.diagonal fun _ => a)
      (fun _ => lowerRoot a (v ^ 2) / v) (n * lowerRoot a (v ^ 2)) := by
  have he := lowerRoot_sq a (v ^ 2) (sq_nonneg v)
  generalize lowerRoot a (v ^ 2) = e at he ⊢
  have hc : v * (e / v) = e := by field_simp
  rw [isSolution_iff_linked]
  refine ⟨?_, fun i => ?_⟩
  · simp only [hc, Finset.sum_const, Finset.card_univ, Fintype.card_fin, nsmul_eq_mul]
  · have hr : redundantEnergy (fun i j : Fin n => i = j) (fun _ => v) (fun _ => e / v) i = e := by
      simp only [redundantEnergy]
      rw [Finset.sum_eq_single i]
      · rw [if_pos (rfl : i = i), hc]
      · intro j _ hj
        exact if_neg (Ne.symm hj)
      · intro h
        exact absurd (Finset.mem_univ i) h
    rw [hr, Matrix.mulVec_diagonal]
    apply mul_left_cancel₀ hv
    linear_combination (a - e) * hc - he

/-- For `n ≥ 1` identical two-level systems with gap `a` and coupling `v ≠ 0`, the undressed CI (all
excitations counted as redundant) has a solution whose energy is the lower root with `n * v ^ 2` in
place of `v ^ 2`. -/
theorem undressed_two_level (n : ℕ) (hn : n ≠ 0) (a v : ℝ) (hv : v ≠ 0) :
    IsSolution (fun _ _ : Fin n => True) (fun _ => v) (Matrix.diagonal fun _ => a)
      (fun _ => lowerRoot a (n * v ^ 2) / (n * v)) (lowerRoot a (n * v ^ 2)) := by
  have hn' : (n : ℝ) ≠ 0 := Nat.cast_ne_zero.mpr hn
  have he := lowerRoot_sq a (n * v ^ 2) (by positivity)
  generalize lowerRoot a (n * v ^ 2) = e at he ⊢
  have hc : n * (v * (e / (n * v))) = e := by field_simp
  rw [isSolution_iff_linked]
  refine ⟨?_, fun i => ?_⟩
  · simp only [Finset.sum_const, Finset.card_univ, Fintype.card_fin, nsmul_eq_mul, hc]
  · have hr : redundantEnergy (fun _ _ : Fin n => True) (fun _ => v)
        (fun _ => e / (n * v)) i = e := by
      simp only [redundantEnergy, if_true, Finset.sum_const, Finset.card_univ,
        Fintype.card_fin, nsmul_eq_mul, hc]
    rw [hr, Matrix.mulVec_diagonal]
    apply mul_left_cancel₀ (mul_ne_zero hn' hv)
    linear_combination (a - e) * hc - he

/-- The size-consistency error: for `n ≥ 2` identical two-level systems with gap `a` and coupling
`v ≠ 0`, the lower root for the undressed CI lies strictly above `n` times the lower root for one
system. -/
theorem undressed_above_dressed (n : ℕ) (hn : 2 ≤ n) (a v : ℝ) (hv : v ≠ 0) :
    n * lowerRoot a (v ^ 2) < lowerRoot a (n * v ^ 2) := by
  have hn' : (2 : ℝ) ≤ n := by exact_mod_cast hn
  have hn0 : (0 : ℝ) < n := by linarith
  have hn1 : (0 : ℝ) < n - 1 := by linarith
  have hw : 0 < v ^ 2 := by positivity
  have hnw : 0 < n * v ^ 2 := mul_pos hn0 hw
  have hneg : ∀ w : ℝ, 0 < w → lowerRoot a w < 0 := by
    intro w hw
    have h : a < √(a ^ 2 + 4 * w) := Real.lt_sqrt_of_sq_lt (by linarith)
    unfold lowerRoot
    linarith
  have he := lowerRoot_sq a (v ^ 2) hw.le
  have hr := lowerRoot_sq a (n * v ^ 2) hnw.le
  have he0 := hneg _ hw
  have hr0 := hneg _ hnw
  generalize lowerRoot a (v ^ 2) = e at he he0 ⊢
  generalize lowerRoot a (n * v ^ 2) = r at hr hr0 ⊢
  by_contra h
  have h' : r ≤ n * e := not_lt.mp h
  have hra : r < a := by
    by_contra hcon
    have h2 : a ≤ r := not_lt.mp hcon
    nlinarith [mul_nonneg (neg_nonneg.mpr hr0.le) (sub_nonneg.mpr h2)]
  have hne : n * e < 0 := mul_neg_of_pos_of_neg hn0 he0
  -- the quadratic of the undressed problem is positive at `n * e`, hence not between its roots
  have hp : (n * e - r) * (n * e - a + r) = n * (n - 1) * e ^ 2 := by
    linear_combination n * he - hr
  have hpos : 0 < n * (n - 1) * e ^ 2 :=
    mul_pos (mul_pos hn0 hn1) (by nlinarith [mul_pos_of_neg_of_neg he0 he0])
  have h3 : 0 ≤ a - r - n * e := by linarith
  nlinarith [mul_nonneg (sub_nonneg.mpr h') h3]

end

end SelfConsistentSizeConsistentCI
```

```lean
#print axioms SelfConsistentSizeConsistentCI.isSolution_iff_fragments
-- 'SelfConsistentSizeConsistentCI.isSolution_iff_fragments' depends on axioms: [propext, Classical.choice, Quot.sound]
#print axioms SelfConsistentSizeConsistentCI.dressed_two_level
-- 'SelfConsistentSizeConsistentCI.dressed_two_level' depends on axioms: [propext, Classical.choice, Quot.sound]
#print axioms SelfConsistentSizeConsistentCI.undressed_two_level
-- 'SelfConsistentSizeConsistentCI.undressed_two_level' depends on axioms: [propext, Classical.choice, Quot.sound]
#print axioms SelfConsistentSizeConsistentCI.undressed_above_dressed
-- 'SelfConsistentSizeConsistentCI.undressed_above_dressed' depends on axioms: [propext, Classical.choice, Quot.sound]
```

### What the definitions and theorems say

The finite type `ι` labels the excited configurations, and `Unit ⊕ ι` adds the reference. `R i j` means that $j$ is redundant with $i$. In electronic-structure terms, this stands for an excitation $j$ that cannot be applied on top of $i$, or whose product with $i$ is already in the CI space. `dressing` is $D_i$, and `redundantEnergy` is $S_i$.

`IsSolution R v A c E` is the matrix eigenvector equation itself, with the same `c` in the matrix and in the vector. The reference coefficient is fixed at 1; dividing the vector by $\sqrt{1+\sum_ic_i^2}$ normalises it.

In `isSolution_iff_fragments`, the type `K` labels the fragments, and a configuration is a pair `⟨k, i⟩`: a fragment and a configuration within it. Your two systems are the case where `K` has two elements and each fragment has one configuration. The hypothesis `hA` says that $A$ has no elements between fragments, as for non-interacting systems with local excitations. The hypothesis `hR` says that redundancy never connects different fragments. Each fragment's problem uses the restrictions of `R`, `v`, `A` and `c`. The theorem states that `c` solves the whole with energy `E` exactly when there are energies `e k` for which every restriction solves its fragment and `E = ∑ k, e k`.

The model has limits:

- All quantities are real and the configuration space is finite. `A` need not be symmetric.
- The relation `R` is given, not constructed from Slater determinants, and the fragment conditions are assumed.
- Every configuration lies in a single fragment. A CI space with charge transfer between fragments, or with simultaneous excitations on two of them, does not fit this description.
- The equivalence holds for every solution, but it neither guarantees that one exists for general data nor selects the ground state.

The two-level theorems do supply explicit solutions. `dressed_two_level` makes each excitation redundant only with itself. `undressed_two_level` declares everything redundant, which makes the dressing zero and returns the ordinary CI matrix. `undressed_above_dressed` compares their energies. For truncated CI in electronic structure, this shows the size-consistency error and its removal in a model of non-interacting two-level systems.

### From matrix rows to fragments in the proof

`isSolution_iff_rows` evaluates the matrix-vector product. Its facts `h0` and `h1` are the reference row and the excited rows, obtained by expanding the block matrix with `simp`.

`isSolution_iff_linked` performs the cancellation. The fact `hs` is $D_i+S_i=\sum_jv_jc_j$, proved term by term according to whether `R i j` holds. The two `linear_combination` calls subtract or add $c_i$ times this identity, one for each direction of the equivalence.

`sum_fragment` writes a sum over all configurations as a sum over fragments and then within each fragment, and keeps the only fragment that contributes. The main theorem applies it twice: `hM` restricts the product with $A$, using `hA`, and `hL` restricts $S_i$, using `hR`. After `isSolution_iff_linked` has rewritten the whole problem and all the fragment problems, the forward direction chooses $e_k=\sum_{j\in k}v_jc_j$. The reverse direction adds the fragment energies and reads off each amplitude equation.

The two-level solutions are checked directly against the cancelled equations. `lowerRoot_sq` supplies the quadratic, `hr` evaluates $S_i$, and `mul_left_cancel₀` lets the proof multiply the amplitude equation by $v$ or $nv$, as in the derivation above.

For the inequality, `hneg` shows that the lower roots are negative, `hra` gives $r<a$, and `hp` is the factorised identity for $p(ne)$. The proof assumes $r\le ne$, and the last `nlinarith` finds the contradiction between the signs of the factors and their positive product.
